# Real and imaginary parts of a free Dirac solution both solve the equation in the Majorana representation

## Can a complex Dirac solution be split into two real ones?

The real part of a spinor depends on the representation of the gamma matrices. Here a Dirac field is a differentiable function $\psi:\mathbb R^4\to\mathbb C^4$, and its real and imaginary parts are taken component by component in the representation in use. In the Dirac representation these parts generally fail to solve the Dirac equation. With

$$U=\frac{1}{\sqrt2}\begin{pmatrix}1&\sigma_2\\ \sigma_2&-1\end{pmatrix}$$

where $\sigma_2$ is the second Pauli matrix, I should be able to pass to gamma matrices $U\gamma^\mu U^\dagger$ that are purely imaginary, and then both parts of a solution with real mass should be solutions too. I would like to see this proved rigorously, from the matrix $U$ to the statement about fields, and checked by machine. Can it be done in Lean?

## Yes: imaginary gammas make the Dirac operator real

For a free field, the Dirac equation in this representation is a real linear system, so a simulation without an external potential can evolve the real and imaginary parts independently.

### Conjugating the gammas block by block

Write $U=B/\sqrt2$, where $B$ is the block matrix above without its prefactor. Since $\sigma_2^\dagger=\sigma_2$ and $\sigma_2^2=1$, we have $B^\dagger=B$ and

$$B^2=\begin{pmatrix}1+\sigma_2^2&\sigma_2-\sigma_2\\ \sigma_2-\sigma_2&\sigma_2^2+1\end{pmatrix}=2.$$

So $U$ is Hermitian and unitary. Set $\Gamma^\mu=U\gamma^\mu U^\dagger=\tfrac12B\gamma^\mu B$. For $\gamma^0=\mathrm{diag}(1,-1)$,

$$\Gamma^0=\frac12\begin{pmatrix}1&-\sigma_2\\ \sigma_2&1\end{pmatrix}\begin{pmatrix}1&\sigma_2\\ \sigma_2&-1\end{pmatrix}=\begin{pmatrix}0&\sigma_2\\ \sigma_2&0\end{pmatrix}.$$

For $k=1,2,3$ the matrix $\gamma^k$ has upper right block $\sigma_k$, lower left block $-\sigma_k$ and zeros on the diagonal, so

$$\Gamma^k=\frac12\begin{pmatrix}\sigma_k\sigma_2-\sigma_2\sigma_k&-\sigma_k-\sigma_2\sigma_k\sigma_2\\ \sigma_k+\sigma_2\sigma_k\sigma_2&\sigma_k\sigma_2-\sigma_2\sigma_k\end{pmatrix}.$$

When $k=2$ the diagonal blocks vanish and the others are $\mp\sigma_2$. When $k=1$ or $3$, $\sigma_k$ anticommutes with $\sigma_2$, so the off-diagonal blocks vanish and each diagonal block is $\sigma_k\sigma_2$. With $\sigma_1\sigma_2=i\sigma_3$ and $\sigma_3\sigma_2=-i\sigma_1$,

$$\Gamma^1=\begin{pmatrix}i\sigma_3&0\\0&i\sigma_3\end{pmatrix},\quad
\Gamma^2=\begin{pmatrix}0&-\sigma_2\\ \sigma_2&0\end{pmatrix},\quad
\Gamma^3=\begin{pmatrix}-i\sigma_1&0\\0&-i\sigma_1\end{pmatrix}.$$

The matrix $\sigma_2$ is imaginary, while $\sigma_1$ and $\sigma_3$ are real. Every entry of every $\Gamma^\mu$ is therefore imaginary.

### Splitting the field

Let $D\psi=\sum_\mu i\gamma^\mu\partial_\mu\psi-m\psi$, and let $D'$ be the same operator with $\Gamma^\mu$ in place of $\gamma^\mu$. Because $\Gamma^\mu U=U\gamma^\mu U^\dagger U=U\gamma^\mu$ and $U$ is constant, $D'(U\psi)=U\,D\psi$. Since $U$ is invertible, $\psi$ solves the equation in the Dirac representation exactly when $U\psi$ solves it in the new one.

Now let $\psi=a+ib$ be any differentiable field in the new representation, with $a$ and $b$ real. Then $D'\psi=D'a+i\,D'b$. The matrices $i\Gamma^\mu$ and the mass $m$ are real, so $D'a$ and $D'b$ are real, and $D'\psi=0$ exactly when $D'a=0$ and $D'b=0$.

The change of representation matters. Take $m\neq0$, $\chi=(1,0,0,0)^T$ and $\psi=e^{-imt}\chi$ in the Dirac representation. Since $\gamma^0\chi=\chi$, the derivative term is $i(-im)\psi=m\psi$, and $D\psi=0$. For the real part, however,

$$D(\cos(mt)\,\chi)=-m\,(\cos mt+i\sin mt)\,\chi,$$

which equals $-m\chi\neq0$ at $t=0$.

### Fields, derivatives and mass in Lean

A `Spinor` is a complex function on `Fin 2 ⊕ Fin 2`, that is, an upper pair and a lower pair of components, which lets `fromBlocks` follow the block notation above. `Spacetime` is `Fin 4 → ℝ` with coordinate 0 as time, in units with $\hbar=c=1$. The derivative `pd μ` is the Fréchet derivative along the $\mu$-th coordinate vector. It stands for $\partial_\mu=\partial/\partial x^\mu$, so no metric is needed in the sum `diracOp`.

`majoranaGamma μ` is $\Gamma^\mu$. The fields `rePart ψ` and `imPart ψ` are $a$ and $b$, stored as complex spinors with zero imaginary part.

The main theorem, `majorana_solution_iff`, says that for every real `m`, zero included, and every field that is real-differentiable everywhere, $D'\psi=0$ at all points if and only if the same holds for both parts. `dirac_iff_majorana` links this to the Dirac representation, and `dirac_real_part_fails` is the counterexample, with the hypothesis `m ≠ 0`.

The fields are classical and free. Electromagnetic coupling, quantised Majorana fermions, Lorentz covariance and normalisability are not treated.

```lean
import Mathlib

open Matrix
open Complex (I)

namespace MajoranaRepresentation

noncomputable section

/-- Four-component spinors, written as an upper and a lower pair. -/
abbrev Spinor := Fin 2 ⊕ Fin 2 → ℂ

/-- Spacetime points, with coordinate 0 the time. -/
abbrev Spacetime := Fin 4 → ℝ

/-- Complex 4 × 4 matrices in 2 × 2 block form. -/
abbrev SpinMatrix := Matrix (Fin 2 ⊕ Fin 2) (Fin 2 ⊕ Fin 2) ℂ

/-- The first Pauli matrix. -/
def σ₁ : Matrix (Fin 2) (Fin 2) ℂ := !![0, 1; 1, 0]

/-- The second Pauli matrix. -/
def σ₂ : Matrix (Fin 2) (Fin 2) ℂ := !![0, -I; I, 0]

/-- The third Pauli matrix. -/
def σ₃ : Matrix (Fin 2) (Fin 2) ℂ := !![1, 0; 0, -1]

/-- The gamma matrices in the Dirac representation. -/
def diracGamma : Fin 4 → SpinMatrix :=
  ![fromBlocks 1 0 0 (-1), fromBlocks 0 σ₁ (-σ₁) 0,
    fromBlocks 0 σ₂ (-σ₂) 0, fromBlocks 0 σ₃ (-σ₃) 0]

/-- The change of basis `U = [[1, σ₂], [σ₂, -1]] / √2`. -/
def majoranaU : SpinMatrix := ((√2 : ℝ) : ℂ)⁻¹ • fromBlocks 1 σ₂ σ₂ (-1)

/-- The conjugated gamma matrices `U γ^μ U†`. -/
def majoranaGamma (μ : Fin 4) : SpinMatrix := majoranaU * diracGamma μ * majoranaUᴴ

/-- The partial derivative of a spinor field along coordinate `μ`. -/
def pd (μ : Fin 4) (ψ : Spacetime → Spinor) (x : Spacetime) : Spinor :=
  fderiv ℝ ψ x (Pi.single μ 1)

/-- The Dirac operator `(i γ^μ ∂_μ - m) ψ` for given gamma matrices and real mass. -/
def diracOp (γ : Fin 4 → SpinMatrix) (m : ℝ) (ψ : Spacetime → Spinor) (x : Spacetime) :
    Spinor :=
  (∑ μ, I • (γ μ *ᵥ pd μ ψ x)) - m • ψ x

/-- The componentwise real part of a spinor, as a real-linear map. -/
def reL : Spinor →L[ℝ] Spinor :=
  ContinuousLinearMap.pi fun a =>
    Complex.ofRealCLM.comp (Complex.reCLM.comp (ContinuousLinearMap.proj a))

/-- The componentwise imaginary part of a spinor, as a real-linear map. -/
def imL : Spinor →L[ℝ] Spinor :=
  ContinuousLinearMap.pi fun a =>
    Complex.ofRealCLM.comp (Complex.imCLM.comp (ContinuousLinearMap.proj a))

/-- The real part of a spinor field. -/
def rePart (ψ : Spacetime → Spinor) (x : Spacetime) : Spinor := fun a => ((ψ x a).re : ℂ)

/-- The imaginary part of a spinor field. -/
def imPart (ψ : Spacetime → Spinor) (x : Spacetime) : Spinor := fun a => ((ψ x a).im : ℂ)

/-- The matrix `U` is Hermitian. -/
theorem majoranaU_hermitian : majoranaU.IsHermitian := by
  have hσ : σ₂ᴴ = σ₂ := by
    ext i j
    fin_cases i <;> fin_cases j <;> simp [σ₂]
  unfold Matrix.IsHermitian
  rw [majoranaU, conjTranspose_smul, fromBlocks_conjTranspose, hσ]
  simp

/-- Conjugation by `U` with the two factors `1/√2` collected into `1/2`. -/
theorem majoranaU_conj (A : SpinMatrix) : majoranaU * A * majoranaUᴴ =
    (1 / 2 : ℂ) • (fromBlocks 1 σ₂ σ₂ (-1) * A * fromBlocks 1 σ₂ σ₂ (-1)) := by
  have hs : ((√2 : ℝ) : ℂ)⁻¹ * ((√2 : ℝ) : ℂ)⁻¹ = 1 / 2 := by
    rw [← mul_inv, ← Complex.ofReal_mul, Real.mul_self_sqrt (by norm_num)]
    norm_num
  rw [majoranaU_hermitian.eq, majoranaU]
  simp only [Matrix.smul_mul, Matrix.mul_smul, smul_smul, hs]

/-- The matrix `U` is unitary. -/
theorem majoranaU_unitary : majoranaU ∈ Matrix.unitaryGroup (Fin 2 ⊕ Fin 2) ℂ := by
  have h := majoranaU_conj 1
  rw [mul_one majoranaU] at h
  have h22 : σ₂ * σ₂ = 1 := by
    ext i j
    fin_cases i <;> fin_cases j <;> simp [σ₂]
  rw [mem_unitaryGroup_iff, star_eq_conjTranspose, h, mul_one, fromBlocks_multiply,
    fromBlocks_smul, ← fromBlocks_one]
  congr 1 <;> simp only [one_mul, mul_one, mul_neg, neg_mul, neg_neg, h22] <;> module

/-- The four conjugated gamma matrices in closed form. -/
theorem majoranaGamma_eq :
    majoranaGamma 0 = fromBlocks 0 σ₂ σ₂ 0 ∧
    majoranaGamma 1 = fromBlocks (I • σ₃) 0 0 (I • σ₃) ∧
    majoranaGamma 2 = fromBlocks 0 (-σ₂) σ₂ 0 ∧
    majoranaGamma 3 = fromBlocks (-I • σ₁) 0 0 (-I • σ₁) := by
  -- the products of Pauli matrices that occur
  have h22 : σ₂ * σ₂ = 1 := by
    ext i j
    fin_cases i <;> fin_cases j <;> simp [σ₂]
  have h12 : σ₁ * σ₂ = I • σ₃ := by
    ext i j
    fin_cases i <;> fin_cases j <;> simp [σ₁, σ₂, σ₃]
  have h21 : σ₂ * σ₁ = -(I • σ₃) := by
    ext i j
    fin_cases i <;> fin_cases j <;> simp [σ₁, σ₂, σ₃]
  have h32 : σ₃ * σ₂ = -(I • σ₁) := by
    ext i j
    fin_cases i <;> fin_cases j <;> simp [σ₁, σ₂, σ₃]
  have h23 : σ₂ * σ₃ = I • σ₁ := by
    ext i j
    fin_cases i <;> fin_cases j <;> simp [σ₁, σ₂, σ₃]
  have g0 : diracGamma 0 = fromBlocks 1 0 0 (-1) := rfl
  have g1 : diracGamma 1 = fromBlocks 0 σ₁ (-σ₁) 0 := rfl
  have g2 : diracGamma 2 = fromBlocks 0 σ₂ (-σ₂) 0 := rfl
  have g3 : diracGamma 3 = fromBlocks 0 σ₃ (-σ₃) 0 := rfl
  -- multiply in blocks and compare block by block
  refine ⟨?_, ?_, ?_, ?_⟩ <;> rw [majoranaGamma, majoranaU_conj] <;>
    simp only [g0, g1, g2, g3, fromBlocks_multiply, fromBlocks_smul] <;> congr 1 <;>
    simp only [one_mul, mul_one, mul_zero, add_zero, zero_add, neg_mul, mul_neg, neg_neg,
      Matrix.smul_mul, smul_neg, smul_smul, Complex.I_mul_I, h22, h12, h21, h32, h23] <;>
    module

/-- Every entry of every `U γ^μ U†` is purely imaginary. -/
theorem majoranaGamma_imaginary (μ : Fin 4) (i j : Fin 2 ⊕ Fin 2) :
    (majoranaGamma μ i j).re = 0 := by
  obtain ⟨h0, h1, h2, h3⟩ := majoranaGamma_eq
  -- σ₂ is imaginary, σ₁ and σ₃ are real
  have r1 : ∀ k l, (σ₁ k l).im = 0 := by
    intro k l
    fin_cases k <;> fin_cases l <;> simp [σ₁]
  have r2 : ∀ k l, (σ₂ k l).re = 0 := by
    intro k l
    fin_cases k <;> fin_cases l <;> simp [σ₂]
  have r3 : ∀ k l, (σ₃ k l).im = 0 := by
    intro k l
    fin_cases k <;> fin_cases l <;> simp [σ₃]
  fin_cases μ
  · change (majoranaGamma 0 i j).re = 0
    rw [h0]
    rcases i with i | i <;> rcases j with j | j <;> simp [r2]
  · change (majoranaGamma 1 i j).re = 0
    rw [h1]
    rcases i with i | i <;> rcases j with j | j <;> simp [r3]
  · change (majoranaGamma 2 i j).re = 0
    rw [h2]
    rcases i with i | i <;> rcases j with j | j <;> simp [r2]
  · change (majoranaGamma 3 i j).re = 0
    rw [h3]
    rcases i with i | i <;> rcases j with j | j <;> simp [r1]

/-- A constant real-linear map on spinors passes through the partial derivatives of a
differentiable field. -/
theorem pd_comp (L : Spinor →L[ℝ] Spinor) {ψ : Spacetime → Spinor} {x : Spacetime}
    (hψ : DifferentiableAt ℝ ψ x) (μ : Fin 4) :
    pd μ (fun y => L (ψ y)) x = L (pd μ ψ x) := by
  have h : HasFDerivAt (fun y => L (ψ y)) (L.comp (fderiv ℝ ψ x)) x :=
    L.hasFDerivAt.comp x hψ.hasFDerivAt
  rw [pd, h.fderiv]
  rfl

/-- A real-linear map that carries each `i γ^μ` into `i γ'^μ` carries the Dirac operator of `γ`
into that of `γ'`, on differentiable fields. -/
theorem diracOp_comp {γ γ' : Fin 4 → SpinMatrix} (L : Spinor →L[ℝ] Spinor)
    (hL : ∀ μ v, L (I • (γ μ *ᵥ v)) = I • (γ' μ *ᵥ L v)) (m : ℝ)
    {ψ : Spacetime → Spinor} {x : Spacetime} (hψ : DifferentiableAt ℝ ψ x) :
    diracOp γ' m (fun y => L (ψ y)) x = L (diracOp γ m ψ x) := by
  simp only [diracOp, map_sub, map_sum, map_smul, pd_comp L hψ, hL]

/-- A differentiable field `ψ` solves the Dirac equation in the Dirac representation exactly when
`U ψ` solves it with the conjugated gamma matrices. -/
theorem dirac_iff_majorana (m : ℝ) {ψ : Spacetime → Spinor} (hψ : Differentiable ℝ ψ) :
    (∀ x, diracOp diracGamma m ψ x = 0) ↔
      ∀ x, diracOp majoranaGamma m (fun y => majoranaU *ᵥ ψ y) x = 0 := by
  have hU : majoranaUᴴ * majoranaU = 1 := mem_unitaryGroup_iff'.mp majoranaU_unitary
  have key : ∀ x, diracOp majoranaGamma m (fun y => majoranaU *ᵥ ψ y) x =
      majoranaU *ᵥ diracOp diracGamma m ψ x := fun x =>
    diracOp_comp (LinearMap.toContinuousLinearMap
      ((Matrix.mulVecLin majoranaU).restrictScalars ℝ)) (fun μ v => by
        change majoranaU *ᵥ (I • (diracGamma μ *ᵥ v)) =
          I • (majoranaGamma μ *ᵥ (majoranaU *ᵥ v))
        rw [mulVec_smul, mulVec_mulVec, mulVec_mulVec, majoranaGamma, mul_assoc _ majoranaUᴴ,
          hU, mul_one]) m (hψ x)
  refine ⟨fun h x => by rw [key, h x, mulVec_zero], fun h x => ?_⟩
  -- undo the change of basis with U†
  rw [← one_mulVec (diracOp diracGamma m ψ x), ← hU, ← mulVec_mulVec, ← key, h x, mulVec_zero]

/-- With the gamma matrices `U γ^μ U†` and real mass, a differentiable field solves the Dirac
equation if and only if its real part and its imaginary part both solve it. -/
theorem majorana_solution_iff (m : ℝ) {ψ : Spacetime → Spinor} (hψ : Differentiable ℝ ψ) :
    (∀ x, diracOp majoranaGamma m ψ x = 0) ↔
      (∀ x, diracOp majoranaGamma m (rePart ψ) x = 0) ∧
      (∀ x, diracOp majoranaGamma m (imPart ψ) x = 0) := by
  -- each i U γ^μ U† is a real matrix, so it commutes with taking real and imaginary parts
  have hre : ∀ x, diracOp majoranaGamma m (rePart ψ) x =
      reL (diracOp majoranaGamma m ψ x) := fun x =>
    diracOp_comp reL (fun μ v => by
      funext a
      change (((I * ∑ b, majoranaGamma μ a b * v b).re : ℝ) : ℂ) =
        I * ∑ b, majoranaGamma μ a b * ((v b).re : ℂ)
      apply Complex.ext <;> simp [majoranaGamma_imaginary]) m (hψ x)
  have him : ∀ x, diracOp majoranaGamma m (imPart ψ) x =
      imL (diracOp majoranaGamma m ψ x) := fun x =>
    diracOp_comp imL (fun μ v => by
      funext a
      change (((I * ∑ b, majoranaGamma μ a b * v b).im : ℝ) : ℂ) =
        I * ∑ b, majoranaGamma μ a b * ((v b).im : ℂ)
      apply Complex.ext <;> simp [majoranaGamma_imaginary]
      ring) m (hψ x)
  constructor
  · intro h
    exact ⟨fun x => by rw [hre, h x, map_zero], fun x => by rw [him, h x, map_zero]⟩
  · rintro ⟨h1, h2⟩ x
    funext a
    have e1 : (((diracOp majoranaGamma m ψ x a).re : ℝ) : ℂ) = 0 :=
      congrFun ((hre x).symm.trans (h1 x)) a
    have e2 : (((diracOp majoranaGamma m ψ x a).im : ℝ) : ℂ) = 0 :=
      congrFun ((him x).symm.trans (h2 x)) a
    exact Complex.ext (Complex.ofReal_eq_zero.mp e1) (Complex.ofReal_eq_zero.mp e2)

/-- The wave `exp(-i m t)` in the first spinor component. -/
def restWave (m : ℝ) (x : Spacetime) : Spinor :=
  Complex.exp (-(I * m) * (x 0 : ℂ)) • Pi.single (Sum.inl 0) 1

/-- In the Dirac representation with nonzero mass, the wave `exp(-i m t)` in the first component
solves the Dirac equation, but its real part does not. -/
theorem dirac_real_part_fails {m : ℝ} (hm : m ≠ 0) :
    (∀ x, diracOp diracGamma m (restWave m) x = 0) ∧
      ¬ ∀ x, diracOp diracGamma m (rePart (restWave m)) x = 0 := by
  have hd (x : Spacetime) := (((Complex.ofRealCLM.comp
    (ContinuousLinearMap.proj (R := ℝ) (φ := fun _ : Fin 4 => ℝ) 0)).hasFDerivAt
      (x := x)).const_mul (-(I * m))).cexp.smul_const (Pi.single (Sum.inl 0) 1 : Spinor)
  have hdiff : ∀ x, DifferentiableAt ℝ (restWave m) x := fun x => (hd x).differentiableAt
  have hf (x : Spacetime) : fderiv ℝ (restWave m) x = _ := (hd x).fderiv
  have h0 : ∀ x, pd 0 (restWave m) x = (-(I * m)) • restWave m x := by
    intro x
    rw [pd, hf]
    simp [restWave, smul_smul, mul_comm]
  have hk : ∀ μ, μ ≠ 0 → ∀ x, pd μ (restWave m) x = 0 := by
    intro μ hμ x
    rw [pd, hf]
    simp [hμ.symm]
  constructor
  · intro x
    have hγ : diracGamma 0 *ᵥ restWave m x = restWave m x := by
      funext a
      rcases a with a | a <;> fin_cases a <;>
        simp [diracGamma, restWave, mulVec_smul]
    rw [diracOp, Fin.sum_univ_four, h0, hk 1 (by decide), hk 2 (by decide), hk 3 (by decide),
      mulVec_smul, hγ]
    simp only [mulVec_zero, smul_zero, add_zero]
    funext a
    change I * (-(I * m) * restWave m x a) - m • restWave m x a = 0
    rw [Complex.real_smul]
    linear_combination (-(m * restWave m x a)) * Complex.I_sq
  · intro h
    -- at the origin the derivatives of the real part vanish, but the mass term does not
    have hp : ∀ μ, pd μ (rePart (restWave m)) 0 = 0 := by
      intro μ
      have e : pd μ (rePart (restWave m)) 0 = reL (pd μ (restWave m) 0) :=
        pd_comp reL (hdiff 0) μ
      rw [e]
      by_cases hμ : μ = 0
      · rw [hμ, h0]
        funext a
        change (((-(I * m) * restWave m 0 a).re : ℝ) : ℂ) = 0
        by_cases ha : a = Sum.inl 0 <;> simp [restWave, ha]
      · rw [hk μ hμ, map_zero]
    have h1 := h 0
    simp only [diracOp, hp, mulVec_zero, smul_zero, Finset.sum_const_zero, zero_sub] at h1
    have h2 := congrFun h1 (Sum.inl 0)
    simp [rePart, restWave, hm] at h2

end

end MajoranaRepresentation
```

```lean
#print axioms MajoranaRepresentation.dirac_iff_majorana
-- 'MajoranaRepresentation.dirac_iff_majorana' depends on axioms: [propext, Classical.choice, Quot.sound]
#print axioms MajoranaRepresentation.majorana_solution_iff
-- 'MajoranaRepresentation.majorana_solution_iff' depends on axioms: [propext, Classical.choice, Quot.sound]
#print axioms MajoranaRepresentation.dirac_real_part_fails
-- 'MajoranaRepresentation.dirac_real_part_fails' depends on axioms: [propext, Classical.choice, Quot.sound]
```

### One intertwining lemma, applied to three maps

**The matrices.** `majoranaU_hermitian` reduces to $\sigma_2^\dagger=\sigma_2$. `majoranaU_conj` collects the two factors $1/\sqrt2$ into $\tfrac12$, which gives $\tfrac12BAB$ for any matrix $A$. Setting $A=1$ yields `majoranaU_unitary`, the computation of $B^2$. In `majoranaGamma_eq`, `fromBlocks_multiply` carries out the block products, the Pauli identities `h22` to `h23` simplify them, and `module` combines the remaining multiples. `majoranaGamma_imaginary` then reads off the entries from these closed forms.

**The operator.** `pd_comp` is the chain rule for a constant real-linear map $L$: $\partial_\mu(L\psi)=L\,\partial_\mu\psi$. `diracOp_comp` adds the hypothesis that $L$ turns each $i\gamma^\mu$ into $i\gamma'^\mu$, and concludes that $L$ carries one Dirac operator into the other. Real linearity is the right generality, because taking a real part is not complex-linear; the mass term passes through $L$ because $m$ is real.

With $L=U$, this lemma gives the identity `key`, $D'(U\psi)=U\,D\psi$, in `dirac_iff_majorana`; the reverse implication there multiplies by $U^\dagger$. With $L$ equal to `reL` or `imL`, it gives `hre` and `him`, which say that $D'a$ and $D'b$ are the real and imaginary parts of $D'\psi$. The required hypothesis is checked component by component using `majoranaGamma_imaginary`. One direction of the main theorem applies these maps to zero; the other uses `Complex.ext`, since a complex number with vanishing real and imaginary parts is zero.

**The counterexample.** `h0` and `hk` compute the time and space derivatives of `restWave`, and $i^2=-1$ cancels the derivative term against the mass term. For the real part, the proof looks only at the origin: `hp` shows that all its derivatives vanish there, so the equation would force $m=0$.
